# Dipole to leading order and energy shift of a triplet level coupled to higher singlets

A Bethe–Salpeter calculation without spin–orbit coupling gives a triplet exciton zero transition dipole from a singlet ground state, so it misses the triplet's weak emission. With the coupling switched on, the triplet borrows intensity from the singlets and its energy moves. For one spin sublevel of a triplet, lying below finitely many singlets and coupled only to them, by real matrix elements, this sheet finds the borrowed dipole to leading order and bounds the shift, using only the energies and dipoles of the uncoupled states and the spin–orbit matrix elements between them.

## One dark level and its bright partners

Let $E_{\mathrm t}$ (`Et`) be the triplet energy and $E_s$ (`Es s`) the singlet energies, with $s$ in a finite set `ι`. The spin–orbit matrix element is $l\,c_s$, where the real number $l$, often written $\lambda$, scales the coupling and $c_s$ is its real pattern.

```lean
import Mathlib

open Matrix Filter Topology

namespace TripletIntensityBorrowing

variable {ι : Type*} [Fintype ι] [DecidableEq ι]
```

The Hamiltonian $H$ is a real symmetric matrix indexed by `Option ι`: `none` is the triplet sublevel and `some s` a singlet. The singlets are already diagonalised among themselves.

```lean
/-- The Hamiltonian of one triplet level `Et` (index `none`) coupled by `l * c s` to singlet
levels `Es s` (index `some s`), which are not coupled to each other. -/
def hamiltonian (Et l : ℝ) (Es c : ι → ℝ) : Matrix (Option ι) (Option ι) ℝ :=
  Matrix.of fun i j => match i, j with
    | none, none => Et
    | none, some s => l * c s
    | some s, none => l * c s
    | some s, some r => if s = r then Es s else 0
```

The lowest eigenvalue is the least real number that has a nonzero eigenvector.

```lean
/-- `E` is the lowest eigenvalue of the real matrix `H`. -/
def IsLowestEigenvalue (H : Matrix (Option ι) (Option ι) ℝ) (E : ℝ) : Prop :=
  IsLeast {μ : ℝ | ∃ v : Option ι → ℝ, v ≠ 0 ∧ H *ᵥ v = μ • v} E
```

Write $v_{\mathrm t}$ for `v none` and $v_s$ for `v (some s)`. With $d_s$ one real Cartesian component of the dipole of singlet $s$, the mixed state has dipole $D(v)=\sum_s d_s v_s$. The triplet contributes nothing because the dipole operator does not act on spin.

```lean
/-- The transition dipole of a mixed state: each singlet contributes `d s` times its amplitude, and
the triplet component contributes nothing. -/
def dipole (d : ι → ℝ) (v : Option ι → ℝ) : ℝ := ∑ s, d s * v (some s)
```

From (c) on, assume $E_s\ge E_{\mathrm t}+g$ for all $s$, with $g>0$. This gap stands for the repulsive electron–hole exchange, which raises singlets and not triplets. The matrix keeps one of the three spin sublevels of the triplet and leaves out spin–orbit coupling to other triplet states, which can shift the energy at the same order $l^2$. The ground state is taken to be a pure singlet; its spin–orbit mixing with triplets, also left out, can change the transition dipole at order $l$, the order of the borrowed dipole itself. This reduction of a full spin–orbit Bethe–Salpeter problem is assumed.

## (a) Rows of the eigenvalue equation

Show that $Hv=Ev$ holds exactly when
$$E_{\mathrm t}v_{\mathrm t}+l\sum_s c_sv_s=Ev_{\mathrm t},\qquad l\,c_sv_{\mathrm t}+E_sv_s=Ev_s\ \text{ for all } s.$$

**Solution.** The triplet row of $H$ contains $E_{\mathrm t}$ and the couplings $l\,c_s$. The row of singlet $s$ contains only $l\,c_s$ and $E_s$. In Lean, `Option.forall` separates the two kinds of row and `simp` evaluates the products.

```lean
/-- The eigenvalue equation written out in its triplet and singlet components. -/
theorem eigen_iff (Et l E : ℝ) (Es c : ι → ℝ) (v : Option ι → ℝ) :
    hamiltonian Et l Es c *ᵥ v = E • v ↔
      Et * v none + l * ∑ s, c s * v (some s) = E * v none ∧
      ∀ s, l * c s * v none + Es s * v (some s) = E * v (some s) := by
  rw [funext_iff, Option.forall]
  simp [hamiltonian, Matrix.mulVec, dotProduct, Fintype.sum_option, Finset.mul_sum, mul_assoc]
```

## (b) Eliminating the singlets

Let $Hv=Ev$ with $v\ne0$ and $E<E_s$ for all $s$. Show that $v_{\mathrm t}\neq0$ and
$$v_s=-\frac{l\,c_s}{E_s-E}\,v_{\mathrm t},\qquad E_{\mathrm t}-E=l^2\sum_s\frac{c_s^2}{E_s-E}.$$

**Solution.** The singlet rows read $(E_s-E)v_s=-l\,c_sv_{\mathrm t}$; divide by $E_s-E>0$. If $v_{\mathrm t}$ were zero, every $v_s$ would vanish too, against $v\neq0$. The triplet row now gives
$$(E_{\mathrm t}-E)v_{\mathrm t}=-l\sum_sc_sv_s=l^2\sum_s\frac{c_s^2}{E_s-E}\,v_{\mathrm t},$$
and $v_{\mathrm t}$ cancels. Both cancellations are `mul_right_cancel₀`, and `linear_combination` does the algebra.

```lean
/-- An eigenvector whose energy lies below all singlets has a nonzero triplet component, which
fixes its singlet amplitudes, and its energy obeys the secular equation. -/
theorem secular_equation {Et l E : ℝ} {Es c : ι → ℝ} {v : Option ι → ℝ}
    (hlt : ∀ s, E < Es s) (hv : v ≠ 0) (h : hamiltonian Et l Es c *ᵥ v = E • v) :
    v none ≠ 0 ∧ (∀ s, v (some s) = -(l * c s / (Es s - E)) * v none) ∧
      Et - E = l ^ 2 * ∑ s, c s ^ 2 / (Es s - E) := by
  obtain ⟨h1, h2⟩ := (eigen_iff Et l E Es c v).1 h
  -- solve the singlet equations
  have hs : ∀ s, v (some s) = -(l * c s / (Es s - E)) * v none := by
    intro s
    have ne : Es s - E ≠ 0 := (sub_pos.2 (hlt s)).ne'
    have hq : l * c s / (Es s - E) * (Es s - E) = l * c s := div_mul_cancel₀ _ ne
    apply mul_right_cancel₀ ne
    linear_combination h2 s + v none * hq
  have h0 : v none ≠ 0 := by
    intro h0
    apply hv
    funext i
    cases i with
    | none => exact h0
    | some s => simp [hs s, h0]
  refine ⟨h0, hs, ?_⟩
  -- insert the amplitudes in the triplet equation
  have hsum : ∑ s, c s * v (some s) = -(l * ∑ s, c s ^ 2 / (Es s - E)) * v none := by
    rw [Finset.mul_sum, ← Finset.sum_neg_distrib, Finset.sum_mul]
    refine Finset.sum_congr rfl fun s _ => ?_
    rw [hs s]
    ring
  apply mul_right_cancel₀ h0
  linear_combination h1 - l * hsum
```

## (c) What the gap does to the secular sum

For $E\le E_{\mathrm t}$, show that
$$\sum_s\frac{c_s^2}{E_s-E}\le\frac1g\sum_sc_s^2.$$

**Solution.** Each denominator satisfies $E_s-E\ge E_{\mathrm t}+g-E\ge g$. Compare term by term, which is `Finset.sum_le_sum` in the code.

```lean
omit [DecidableEq ι] in
/-- If all singlets lie at least `g > 0` above the triplet, then at any energy `E ≤ Et` the secular
sum `∑ s, c s ^ 2 / (Es s - E)` is at most the squared norm of `c`, divided by `g`. -/
theorem secular_sum_le {Et g E : ℝ} {Es : ι → ℝ} (c : ι → ℝ) (hg : 0 < g)
    (hE : ∀ s, Et + g ≤ Es s) (h : E ≤ Et) :
    ∑ s, c s ^ 2 / (Es s - E) ≤ (∑ s, c s ^ 2) / g := by
  rw [Finset.sum_div]
  exact Finset.sum_le_sum fun s _ =>
    div_le_div_of_nonneg_left (sq_nonneg _) hg (by linarith [hE s])
```

## (d) A lowest state with triplet component one

Show that $H$ has a lowest eigenvalue $E\le E_{\mathrm t}$ and a vector with
$$Hv=Ev,\qquad v_{\mathrm t}=1.$$

**Solution.** Let $B$ be the right-hand side of (c), $a=E_{\mathrm t}-l^2B$, and
$$f(x)=x-E_{\mathrm t}+l^2\sum_s\frac{c_s^2}{E_s-x}.$$
On $[a,E_{\mathrm t}]$ the denominators are positive, so $f$ is continuous. By (c), $f(a)\le-l^2B+l^2B=0$, while $f(E_{\mathrm t})\ge0$. The intermediate value theorem, `intermediate_value_Icc`, gives a root $E$.

Set $v_{\mathrm t}=1$ and $v_s=-l\,c_s/(E_s-E)$. The singlet rows of (a) hold by construction, and the triplet row is $f(E)=0$.

Suppose an eigenvalue $\mu<E$ existed. By (b), and because lowering the energy enlarges the denominators,
$$E_{\mathrm t}-\mu=l^2\sum_s\frac{c_s^2}{E_s-\mu}\le l^2\sum_s\frac{c_s^2}{E_s-E}=E_{\mathrm t}-E,$$
so $\mu\ge E$, a contradiction.

```lean
/-- If all singlets lie at least `g > 0` above the triplet, a lowest eigenvalue exists, is not
above `Et`, and has an eigenvector with triplet component one. -/
theorem exists_lowest {Et g : ℝ} {Es : ι → ℝ} (l : ℝ) (c : ι → ℝ) (hg : 0 < g)
    (hE : ∀ s, Et + g ≤ Es s) :
    ∃ (E : ℝ) (v : Option ι → ℝ), IsLowestEigenvalue (hamiltonian Et l Es c) E ∧ E ≤ Et ∧
      v none = 1 ∧ hamiltonian Et l Es c *ᵥ v = E • v := by
  have hpos : 0 ≤ l ^ 2 * ((∑ s, c s ^ 2) / g) := by positivity
  have hab : Et - l ^ 2 * ((∑ s, c s ^ 2) / g) ≤ Et := by linarith
  -- the secular function is continuous, `≤ 0` at the lower bound and `≥ 0` at `Et`
  have hcont : ContinuousOn (fun x : ℝ => x - Et + l ^ 2 * ∑ s, c s ^ 2 / (Es s - x))
      (Set.Icc (Et - l ^ 2 * ((∑ s, c s ^ 2) / g)) Et) := by
    refine ContinuousOn.add (by fun_prop) (continuousOn_const.mul
      (continuousOn_finsetSum _ fun s _ => continuousOn_const.div (by fun_prop) ?_))
    intro x hx
    have : 0 < Es s - x := by linarith [hE s, hx.2]
    exact this.ne'
  have hlow := mul_le_mul_of_nonneg_left (secular_sum_le c hg hE hab) (sq_nonneg l)
  have hup : 0 ≤ l ^ 2 * ∑ s, c s ^ 2 / (Es s - Et) :=
    mul_nonneg (sq_nonneg l) (Finset.sum_nonneg fun s _ =>
      div_nonneg (sq_nonneg _) (by linarith [hE s]))
  have hmem : (0 : ℝ) ∈ (fun x : ℝ => x - Et + l ^ 2 * ∑ s, c s ^ 2 / (Es s - x)) ''
      (Set.Icc (Et - l ^ 2 * ((∑ s, c s ^ 2) / g)) Et) :=
    intermediate_value_Icc hab hcont ⟨by linarith, by linarith⟩
  obtain ⟨E, ⟨_, hEt⟩, hr⟩ := hmem
  have hroot : E - Et + l ^ 2 * ∑ s, c s ^ 2 / (Es s - E) = 0 := hr
  have hD : ∀ s, 0 < Es s - E := fun s => by linarith [hE s]
  obtain ⟨v, hv0, hvs⟩ : ∃ v : Option ι → ℝ, v none = 1 ∧
      ∀ s, v (some s) = -(l * c s / (Es s - E)) :=
    ⟨fun i => i.elim 1 fun s => -(l * c s / (Es s - E)), rfl, fun _ => rfl⟩
  have heig : hamiltonian Et l Es c *ᵥ v = E • v := by
    refine (eigen_iff Et l E Es c v).2 ⟨?_, fun s => ?_⟩
    · have hsum : ∑ s, c s * v (some s) = -(l * ∑ s, c s ^ 2 / (Es s - E)) := by
        rw [Finset.mul_sum, ← Finset.sum_neg_distrib]
        refine Finset.sum_congr rfl fun s _ => ?_
        rw [hvs s]
        ring
      rw [hsum, hv0]
      linear_combination -hroot
    · have hq : l * c s / (Es s - E) * (Es s - E) = l * c s := div_mul_cancel₀ _ (hD s).ne'
      rw [hvs s, hv0]
      linear_combination -hq
  refine ⟨E, v, ⟨⟨v, fun h => ?_, heig⟩, ?_⟩, hEt, hv0, heig⟩
  · rw [h] at hv0
    simp at hv0
  · -- a lower eigenvalue would contradict monotonicity of the secular sum
    rintro μ ⟨w, hw, hμ⟩
    by_contra hlt
    have hlt' : μ < E := lt_of_not_ge hlt
    have hsec := (secular_equation (fun s => by linarith [hD s]) hw hμ).2.2
    have hmono : ∑ s, c s ^ 2 / (Es s - μ) ≤ ∑ s, c s ^ 2 / (Es s - E) :=
      Finset.sum_le_sum fun s _ =>
        div_le_div_of_nonneg_left (sq_nonneg _) (hD s) (by linarith)
    have := mul_le_mul_of_nonneg_left hmono (sq_nonneg l)
    linarith
```

## (e) Size of the shift

For the lowest eigenvalue $E$, show that
$$0\le E_{\mathrm t}-E\le\frac{l^2\sum_sc_s^2}{g}.$$

**Solution.** A least element is unique (`IsLeast.unique`), so $E$ is the eigenvalue found in (d) and $E\le E_{\mathrm t}$. Multiply (c) by $l^2$ and insert it in the secular equation of (b).

```lean
/-- If all singlets lie at least `g > 0` above the triplet, the coupling lowers the lowest
eigenvalue from `Et` by at most `l ^ 2` times the squared norm of `c`, divided by `g`. -/
theorem shift_bounds {Et g l E : ℝ} {Es c : ι → ℝ} (hg : 0 < g) (hE : ∀ s, Et + g ≤ Es s)
    (h : IsLowestEigenvalue (hamiltonian Et l Es c) E) :
    0 ≤ Et - E ∧ Et - E ≤ l ^ 2 * (∑ s, c s ^ 2) / g := by
  obtain ⟨E', _, hE', hle, _⟩ := exists_lowest l c hg hE
  have hEt : E ≤ Et := (IsLeast.unique h hE').trans_le hle
  obtain ⟨v, hv, heig⟩ := h.1
  have hsec := (secular_equation (fun s => by linarith [hE s]) hv heig).2.2
  refine ⟨sub_nonneg.2 hEt, ?_⟩
  rw [hsec, mul_div_assoc]
  exact mul_le_mul_of_nonneg_left (secular_sum_le c hg hE hEt) (sq_nonneg l)
```

## (f) Weak-coupling limit of the energy

For each $l\neq0$ let $E(l)$ be the lowest eigenvalue. Show that
$$\lim_{l\to0}E(l)=E_{\mathrm t}.$$

**Solution.** By (e), $E(l)$ lies between $E_{\mathrm t}-l^2\sum_sc_s^2/g$ and $E_{\mathrm t}$, and both bounds tend to $E_{\mathrm t}$. The filter `𝓝[≠] 0` expresses $l\to0$ with $l\ne0$.

```lean
/-- If all singlets lie at least `g > 0` above the triplet, the lowest eigenvalue tends to `Et`
as the coupling strength goes to zero. -/
theorem energy_tendsto {Et g : ℝ} {Es c : ι → ℝ} {E : ℝ → ℝ} (hg : 0 < g)
    (hE : ∀ s, Et + g ≤ Es s)
    (h : ∀ l, l ≠ 0 → IsLowestEigenvalue (hamiltonian Et l Es c) (E l)) :
    Tendsto E (𝓝[≠] 0) (𝓝 Et) := by
  have hcont : Continuous fun l : ℝ => Et - l ^ 2 * (∑ s, c s ^ 2) / g := by fun_prop
  have hlow : Tendsto (fun l : ℝ => Et - l ^ 2 * (∑ s, c s ^ 2) / g) (𝓝[≠] 0) (𝓝 Et) := by
    have h0 := hcont.tendsto 0
    simp only [ne_eq, OfNat.ofNat_ne_zero, not_false_eq_true, zero_pow, zero_mul, zero_div,
      sub_zero] at h0
    exact h0.mono_left nhdsWithin_le_nhds
  refine tendsto_of_tendsto_of_tendsto_of_le_of_le' hlow tendsto_const_nhds ?_ ?_
  · filter_upwards [self_mem_nhdsWithin] with l hl
    linarith [(shift_bounds hg hE (h l hl)).2]
  · filter_upwards [self_mem_nhdsWithin] with l hl
    linarith [(shift_bounds hg hE (h l hl)).1]
```

## (g) The borrowed dipole

Let $v(l)$ be eigenvectors for $E(l)$ with triplet component one, which exist by (d). Show that
$$\lim_{l\to0}\frac{D(v(l))}{l}=\sum_s\frac{d_sc_s}{E_{\mathrm t}-E_s}.$$

**Solution.** Since $E(l)\le E_{\mathrm t}<E_s$, (b) gives $v_s(l)=l\,c_s/(E(l)-E_s)$. Hence, for $l\neq0$,
$$\frac{D(v(l))}{l}=\sum_s\frac{d_sc_s}{E(l)-E_s}.$$
By (f) the denominators tend to $E_{\mathrm t}-E_s\le-g<0$, so each term converges. In Lean, `hlim` is this limit and `congr'` carries it over to the dipole ratio.

The vectors $v(l)$ are not normalised. Their norm is $\sqrt{1+l^2\sum_sc_s^2/(E_s-E(l))^2}$, which tends to one, so the unit vector with positive triplet component has the same limiting ratio.

```lean
/-- Intensity borrowing: if all singlets lie at least `g > 0` above the triplet, the dipole of the
lowest eigenvector with triplet component one, divided by `l`, tends to
`∑ s, d s * c s / (Et - Es s)` as `l` goes to zero. -/
theorem dipole_ratio_tendsto {Et g : ℝ} {Es c : ι → ℝ} (d : ι → ℝ) {E : ℝ → ℝ}
    {v : ℝ → Option ι → ℝ} (hg : 0 < g) (hE : ∀ s, Et + g ≤ Es s)
    (h : ∀ l, l ≠ 0 → IsLowestEigenvalue (hamiltonian Et l Es c) (E l))
    (hv : ∀ l, l ≠ 0 → v l none = 1 ∧ hamiltonian Et l Es c *ᵥ v l = E l • v l) :
    Tendsto (fun l => dipole d (v l) / l) (𝓝[≠] 0) (𝓝 (∑ s, d s * c s / (Et - Es s))) := by
  have hlim : Tendsto (fun l => ∑ s, d s * c s / (E l - Es s)) (𝓝[≠] 0)
      (𝓝 (∑ s, d s * c s / (Et - Es s))) := by
    refine tendsto_finsetSum _ fun s _ => tendsto_const_nhds.div
      ((energy_tendsto hg hE h).sub tendsto_const_nhds) ?_
    have : Et - Es s < 0 := by linarith [hE s]
    exact this.ne
  refine hlim.congr' ?_
  filter_upwards [self_mem_nhdsWithin] with l hl
  have hl0 : l ≠ 0 := hl
  have hEt := (shift_bounds hg hE (h l hl0)).1
  have hne : v l ≠ 0 := by
    intro h0
    have h1 := (hv l hl0).1
    rw [h0] at h1
    simp at h1
  have hs := (secular_equation (fun s => by linarith [hE s]) hne (hv l hl0).2).2.1
  -- each borrowed amplitude contains a factor `l`, which cancels
  rw [dipole, Finset.sum_div]
  refine Finset.sum_congr rfl fun s _ => ?_
  have hll := mul_inv_cancel₀ hl0
  rw [hs s, (hv l hl0).1, ← neg_sub (Es s) (E l), div_neg]
  linear_combination (d s * c s / (Es s - E l)) * hll
```

## (h) Leading coefficient of the shift

Show that
$$\lim_{l\to0}\frac{E_{\mathrm t}-E(l)}{l^2}=\sum_s\frac{c_s^2}{E_s-E_{\mathrm t}}.$$

**Solution.** Divide the secular equation of (b) by $l^2$ and let $E(l)\to E_{\mathrm t}$ by (f). The denominators stay at least $g$.

```lean
/-- If all singlets lie at least `g > 0` above the triplet, the lowering of the lowest eigenvalue
divided by `l ^ 2` tends to `∑ s, c s ^ 2 / (Es s - Et)` as `l` goes to zero. -/
theorem shift_ratio_tendsto {Et g : ℝ} {Es c : ι → ℝ} {E : ℝ → ℝ} (hg : 0 < g)
    (hE : ∀ s, Et + g ≤ Es s)
    (h : ∀ l, l ≠ 0 → IsLowestEigenvalue (hamiltonian Et l Es c) (E l)) :
    Tendsto (fun l => (Et - E l) / l ^ 2) (𝓝[≠] 0) (𝓝 (∑ s, c s ^ 2 / (Es s - Et))) := by
  have hlim : Tendsto (fun l => ∑ s, c s ^ 2 / (Es s - E l)) (𝓝[≠] 0)
      (𝓝 (∑ s, c s ^ 2 / (Es s - Et))) := by
    refine tendsto_finsetSum _ fun s _ => tendsto_const_nhds.div
      (tendsto_const_nhds.sub (energy_tendsto hg hE h)) ?_
    have : 0 < Es s - Et := by linarith [hE s]
    exact this.ne'
  refine hlim.congr' ?_
  filter_upwards [self_mem_nhdsWithin] with l hl
  have hl0 : l ≠ 0 := hl
  have hEt := (shift_bounds hg hE (h l hl0)).1
  obtain ⟨v, hv, heig⟩ := (h l hl0).1
  have hsec := (secular_equation (fun s => by linarith [hE s]) hv heig).2.2
  rw [hsec, mul_div_cancel_left₀ _ (pow_ne_zero 2 hl0)]

end TripletIntensityBorrowing
```

```lean
#print axioms TripletIntensityBorrowing.dipole_ratio_tendsto
#print axioms TripletIntensityBorrowing.shift_ratio_tendsto
```

```
'TripletIntensityBorrowing.dipole_ratio_tendsto' depends on axioms: [propext, Classical.choice, Quot.sound]
'TripletIntensityBorrowing.shift_ratio_tendsto' depends on axioms: [propext, Classical.choice, Quot.sound]
```

## A singlet degenerate with the triplet

The condition $E_s\ge E_{\mathrm t}$ alone is not enough for the limits in (g) and (h). Take one singlet with $E_s=E_{\mathrm t}$ and $c_s=d_s=1$. The lowest eigenvalue is $E_{\mathrm t}-|l|$, and its eigenvector with $v_{\mathrm t}=1$ has $v_s=-l/|l|$. Then $D/l=-1/|l|$ and $(E_{\mathrm t}-E)/l^2=1/|l|$, and both diverge as $l\to0$.
